# The 2n+1 rule: once the odd part starts at order n+1, decoupling steps of that order or higher leave the even part unchanged through order 2n+1

Take the two-level Hamiltonian $H=\beta+t\sigma_x$, with $\beta=\mathrm{diag}(1,-1)$ and $\sigma_x$ the Pauli matrix, and transform it to $(1+tv)H(1-tv)$, where $v=\begin{pmatrix}0&1\\0&0\end{pmatrix}$ and $1-tv$ is the inverse of $1+tv$. The generator and the off-diagonal part of $H$ are both of first order, yet the diagonal part changes only in second order, from $\beta$ to $(1+t^2)\beta$.

In Lean 4 with Mathlib:

```lean
import Mathlib

open PowerSeries

namespace DouglasKrollHessRule

noncomputable section

/-- The combination `(F + b F b) / 2`; for `b² = 1` it is the even (block-diagonal) part of `F`. -/
def evenPart {P : Type*} [Ring P] [Algebra ℝ P] (b F : P) : P :=
  (1 / 2 : ℝ) • (F + b * F * b)

/-- The combination `(F - b F b) / 2`; for `b² = 1` it is the odd (block-off-diagonal) part of `F`.
-/
def oddPart {P : Type*} [Ring P] [Algebra ℝ P] (b F : P) : P :=
  (1 / 2 : ℝ) • (F - b * F * b)

variable {A : Type*} [Ring A] [Algebra ℝ A]

/-- One decoupling step `K = (1 + W + R) H (1 - W + R')`, with `W` odd and divisible by
`t^(n+1)`, and with `R` and `R'` divisible by `t^(2n+2)`. -/
def Step (b : A) (n : ℕ) (H K : PowerSeries A) : Prop :=
  ∃ W R R' : PowerSeries A, C b * W * C b = -W ∧ (X : PowerSeries A) ^ (n + 1) ∣ W ∧
    (X : PowerSeries A) ^ (2 * n + 2) ∣ R ∧ (X : PowerSeries A) ^ (2 * n + 2) ∣ R' ∧
    K = (1 + W + R) * H * (1 - W + R')

omit [Algebra ℝ A] in
/-- Multiplication from the left by any series keeps divisibility by `t^k`. -/
theorem order_mul_left {k : ℕ} {F : PowerSeries A} (G : PowerSeries A)
    (hF : (X : PowerSeries A) ^ k ∣ F) : (X : PowerSeries A) ^ k ∣ G * F := by
  obtain ⟨c, rfl⟩ := hF
  exact ⟨G * c, by rw [← mul_assoc, ((commute_X G).pow_right k).eq, mul_assoc]⟩

omit [Algebra ℝ A] in
/-- Orders in `t` add: a product of two series divisible by `t^(n+1)` is divisible by
`t^(2n+2)`. -/
theorem order_mul {n : ℕ} {F G : PowerSeries A} (hF : (X : PowerSeries A) ^ (n + 1) ∣ F)
    (hG : (X : PowerSeries A) ^ (n + 1) ∣ G) :
    (X : PowerSeries A) ^ (2 * n + 2) ∣ F * G := by
  obtain ⟨c, rfl⟩ := hF
  obtain ⟨e, he⟩ := order_mul_left c hG
  refine ⟨e, ?_⟩
  rw [mul_assoc, he, ← mul_assoc, ← pow_add]
  congr 2
  omega

/-- The even and odd parts of a series divisible by `t^k` are divisible by `t^k`. -/
theorem order_parts {k : ℕ} {F : PowerSeries A} (b : A)
    (hF : (X : PowerSeries A) ^ k ∣ F) :
    (X : PowerSeries A) ^ k ∣ evenPart (C b) F ∧
      (X : PowerSeries A) ^ k ∣ oddPart (C b) F := by
  have h := (order_mul_left (C b) hF).mul_right (C b)
  obtain ⟨c, hc⟩ := dvd_add hF h
  obtain ⟨d, hd⟩ := dvd_sub hF h
  exact ⟨⟨(1 / 2 : ℝ) • c, by rw [evenPart, hc, mul_smul_comm]⟩,
    ⟨(1 / 2 : ℝ) • d, by rw [oddPart, hd, mul_smul_comm]⟩⟩

/-- For `b² = 1` and odd `W`, the even part of the commutator `[W, H]` is the commutator of `W`
with the odd part of `H`. -/
theorem evenPart_commutator {P : Type*} [Ring P] [Algebra ℝ P] {b W : P} (H : P)
    (hb : b * b = 1) (hW : b * W * b = -W) :
    evenPart b (W * H - H * W) = W * oddPart b H - oddPart b H * W := by
  -- an odd operator anticommutes with b
  have h1 : b * W = -(W * b) := by
    calc b * W = b * W * (b * b) := by rw [hb, mul_one]
      _ = b * W * b * b := by rw [← mul_assoc]
      _ = -(W * b) := by rw [hW, neg_mul]
  have h2 : W * b = -(b * W) := by rw [h1, neg_neg]
  have h3 : b * (W * H - H * W) * b = b * H * b * W - W * (b * H * b) := by
    linear_combination (norm := noncomm_ring) h1 * H * b - b * H * h2
  rw [evenPart, oddPart, h3]
  simp only [mul_smul_comm, smul_mul_assoc, mul_sub, sub_mul]
  module

/-- If `b² = 1` and the odd part of `H` is divisible by `t^(n+1)`, one step changes the even part
only from order `t^(2n+2)` on, and the new odd part is again divisible by `t^(n+1)`. -/
theorem step_preserves {b : A} {n : ℕ} {H K : PowerSeries A} (hb : b * b = 1)
    (hH : (X : PowerSeries A) ^ (n + 1) ∣ oddPart (C b) H) (h : Step b n H K) :
    (X : PowerSeries A) ^ (2 * n + 2) ∣ evenPart (C b) K - evenPart (C b) H ∧
      (X : PowerSeries A) ^ (n + 1) ∣ oddPart (C b) K := by
  obtain ⟨W, R, R', hW, hWd, hR, hR', hK⟩ := h
  have hβ : (C b : PowerSeries A) * C b = 1 := by rw [← map_mul, hb, map_one]
  -- everything beyond the commutator has order 2n+2
  obtain ⟨D, hD, hKD⟩ : ∃ D : PowerSeries A, (X : PowerSeries A) ^ (2 * n + 2) ∣ D ∧
      K = H + ((W * H - H * W) + D) :=
    ⟨R * H * (1 - W + R') + (1 + W) * H * R' - W * H * W,
      dvd_sub (dvd_add ((hR.mul_right H).mul_right _) (order_mul_left _ hR'))
        (order_mul (hWd.mul_right H) hWd),
      by rw [hK]; noncomm_ring⟩
  have addE : ∀ F G : PowerSeries A,
      evenPart (C b) (F + G) = evenPart (C b) F + evenPart (C b) G := by
    intro F G
    simp only [evenPart, mul_add, add_mul]
    module
  have addO : ∀ F G : PowerSeries A,
      oddPart (C b) (F + G) = oddPart (C b) F + oddPart (C b) G := by
    intro F G
    simp only [oddPart, mul_add, add_mul]
    module
  constructor
  · rw [hKD, addE, addE, evenPart_commutator H hβ hW, add_sub_cancel_left]
    exact dvd_add (dvd_sub (order_mul hWd hH) (order_mul hH hWd)) (order_parts b hD).1
  · rw [hKD, addO]
    have hD' : (X : PowerSeries A) ^ (n + 1) ∣ D :=
      (pow_dvd_pow _ (by omega)).trans hD
    exact dvd_add hH (order_parts b
      (dvd_add (dvd_sub (hWd.mul_right H) (order_mul_left H hWd)) hD')).2

/-- The 2n+1 rule: if `b² = 1` and the odd part of `H` is divisible by `t^(n+1)`, any finite
sequence of steps preserves the even part modulo `t^(2n+2)`. -/
theorem two_n_plus_one_rule {b : A} {n : ℕ} {H K : PowerSeries A} (hb : b * b = 1)
    (hH : (X : PowerSeries A) ^ (n + 1) ∣ oddPart (C b) H)
    (h : Relation.ReflTransGen (Step b n) H K) :
    (X : PowerSeries A) ^ (2 * n + 2) ∣ evenPart (C b) K - evenPart (C b) H := by
  -- the bound on the odd part is carried along the induction
  suffices hs : (X : PowerSeries A) ^ (2 * n + 2) ∣ evenPart (C b) K - evenPart (C b) H ∧
      (X : PowerSeries A) ^ (n + 1) ∣ oddPart (C b) K from hs.1
  induction h with
  | refl => exact ⟨by rw [sub_self]; exact dvd_zero _, hH⟩
  | tail _ hs ih =>
    obtain ⟨h1, h2⟩ := step_preserves hb ih.2 hs
    have h3 := dvd_add h1 ih.1
    rw [sub_add_sub_cancel] at h3
    exact ⟨h3, h2⟩

/-- Let `b² = 1` and let the odd part of `H` be divisible by `t^(n+1)`. If a finite sequence of
steps ends in `K` with odd part divisible by `t^(2n+2)`, then `K` equals the even part of `H`
modulo `t^(2n+2)`. -/
theorem decoupled_hamiltonian {b : A} {n : ℕ} {H K : PowerSeries A} (hb : b * b = 1)
    (hH : (X : PowerSeries A) ^ (n + 1) ∣ oddPart (C b) H)
    (h : Relation.ReflTransGen (Step b n) H K)
    (hK : (X : PowerSeries A) ^ (2 * n + 2) ∣ oddPart (C b) K) :
    (X : PowerSeries A) ^ (2 * n + 2) ∣ K - evenPart (C b) H := by
  have e : K = oddPart (C b) K + evenPart (C b) K := by
    simp only [evenPart, oddPart]
    module
  have h1 := dvd_add hK (two_n_plus_one_rule hb hH h)
  rwa [← add_sub_assoc, ← e] at h1

omit [Algebra ℝ A] in
/-- For odd `W` divisible by `t^(m+1)` with `m ≥ n`, transforming with `1 + W + W² G` and
`1 - W + W² G'` is a step in the sense of `Step b n`, whatever the series `G` and `G'`. -/
theorem step_of_parametrization {b : A} {n m : ℕ} (hnm : n ≤ m) {W : PowerSeries A}
    (H G G' : PowerSeries A) (hW : C b * W * C b = -W)
    (hWd : (X : PowerSeries A) ^ (m + 1) ∣ W) :
    Step b n H ((1 + W + W * W * G) * H * (1 - W + W * W * G')) := by
  have h : (X : PowerSeries A) ^ (n + 1) ∣ W := (pow_dvd_pow _ (by omega)).trans hWd
  exact ⟨W, W * W * G, W * W * G', hW, h, (order_mul h h).mul_right G,
    (order_mul h h).mul_right G', rfl⟩

/-- The two-level grading operator `diag(1, -1)`. -/
def grading : Matrix (Fin 2) (Fin 2) ℝ := !![1, 0; 0, -1]

/-- The two-level Hamiltonian `diag(1, -1) + t^(n+1) σₓ`. -/
def twoLevel (n : ℕ) : PowerSeries (Matrix (Fin 2) (Fin 2) ℝ) :=
  C grading + X ^ (n + 1) * C !![0, 1; 1, 0]

/-- The odd generator `t^(n+1)` times the raising matrix. -/
def raising (n : ℕ) : PowerSeries (Matrix (Fin 2) (Fin 2) ℝ) :=
  X ^ (n + 1) * C !![0, 1; 0, 0]

/-- The order `2n+2` is sharp: the two-level Hamiltonian has odd part divisible by `t^(n+1)`, and
a step with `(1 + W)(1 - W) = 1` changes its even part by exactly `t^(2n+2) diag(1, -1)`. -/
theorem rule_sharp (n : ℕ) :
    grading * grading = 1 ∧
    (X : PowerSeries (Matrix (Fin 2) (Fin 2) ℝ)) ^ (n + 1) ∣
      oddPart (C grading) (twoLevel n) ∧
    (1 + raising n) * (1 - raising n) = 1 ∧
    Step grading n (twoLevel n) ((1 + raising n) * twoLevel n * (1 - raising n)) ∧
    evenPart (C grading) ((1 + raising n) * twoLevel n * (1 - raising n))
      - evenPart (C grading) (twoLevel n) = X ^ (2 * n + 2) * C grading := by
  obtain ⟨v, hv⟩ : ∃ v : Matrix (Fin 2) (Fin 2) ℝ, v = !![0, 1; 0, 0] := ⟨_, rfl⟩
  obtain ⟨x, hx⟩ : ∃ x : Matrix (Fin 2) (Fin 2) ℝ, x = !![0, 1; 1, 0] := ⟨_, rfl⟩
  -- the multiplication table of the 2 × 2 matrices
  have m1 : grading * grading = 1 := by
    ext i j; fin_cases i <;> fin_cases j <;> simp [grading, Matrix.mul_apply]
  have m2 : v * grading = -v := by
    ext i j; fin_cases i <;> fin_cases j <;> simp [hv, grading, Matrix.mul_apply]
  have m3 : grading * v = v := by
    ext i j; fin_cases i <;> fin_cases j <;> simp [hv, grading, Matrix.mul_apply]
  have m4 : v * x - x * v = grading := by
    ext i j; fin_cases i <;> fin_cases j <;> simp [hv, hx, grading]
  have m5 : v * v = 0 := by
    ext i j; fin_cases i <;> fin_cases j <;> simp [hv, Matrix.mul_apply]
  have m6 : v * x * v = v := by
    ext i j; fin_cases i <;> fin_cases j <;> simp [hv, hx, Matrix.mul_apply]
  have m7 : grading * x * grading = -x := by
    ext i j; fin_cases i <;> fin_cases j <;> simp [hx, grading, Matrix.mul_apply]
  have hp : (X : PowerSeries (Matrix (Fin 2) (Fin 2) ℝ)) ^ (2 * n + 2)
      = X ^ (n + 1) * X ^ (n + 1) := by
    rw [← pow_add]; congr 1; omega
  rw [twoLevel, raising, ← hv, ← hx, hp]
  have hs : ∀ T : PowerSeries (Matrix (Fin 2) (Fin 2) ℝ),
      T * X ^ (n + 1) = X ^ (n + 1) * T := fun T => ((commute_X T).pow_right _).eq
  have c1 : (C grading : PowerSeries _) * C grading = 1 := by rw [← map_mul, m1, map_one]
  have c2 : (C v : PowerSeries _) * C grading = -C v := by rw [← map_mul, m2, map_neg]
  have c3 : (C grading : PowerSeries _) * C v = C v := by rw [← map_mul, m3]
  have c4 : (C v : PowerSeries _) * C x - C x * C v = C grading := by
    rw [← map_mul, ← map_mul, ← map_sub, m4]
  have c5 : (C v : PowerSeries _) * C v = 0 := by rw [← map_mul, m5, map_zero]
  have c6 : (C v : PowerSeries _) * C x * C v = C v := by rw [← map_mul, ← map_mul, m6]
  have c7 : (C grading : PowerSeries _) * C x * C grading = -C x := by
    rw [← map_mul, ← map_mul, m7, map_neg]
  have c8 : (C grading : PowerSeries _) * C v * C grading = -C v := by rw [c3, c2]
  have hstep : Step grading n (C grading + X ^ (n + 1) * C x)
      ((1 + X ^ (n + 1) * C v) * (C grading + X ^ (n + 1) * C x)
        * (1 - X ^ (n + 1) * C v)) := by
    refine ⟨X ^ (n + 1) * C v, 0, 0, ?_, dvd_mul_right _ _, dvd_zero _, dvd_zero _, ?_⟩
    · rw [← mul_assoc, hs, mul_assoc, mul_assoc, ← mul_assoc (C grading), c8, mul_neg]
    · simp only [add_zero]
  generalize (C grading : PowerSeries (Matrix (Fin 2) (Fin 2) ℝ)) = B at *
  generalize (C v : PowerSeries (Matrix (Fin 2) (Fin 2) ℝ)) = V at *
  generalize (C x : PowerSeries (Matrix (Fin 2) (Fin 2) ℝ)) = S at *
  generalize (X : PowerSeries (Matrix (Fin 2) (Fin 2) ℝ)) ^ (n + 1) = s at *
  have e1 : B * (B + s * S) * B = B - s * S := by
    linear_combination (norm := noncomm_ring) c1 * B + hs B * S * B + s * c7
  -- the transformed Hamiltonian, sorted by powers of s
  have e2 : (1 + s * V) * (B + s * S) * (1 - s * V)
      = B + s * s * B + s * S - s * V - s * V - s * s * s * V := by
    linear_combination (norm := noncomm_ring) s * c2 + s * hs V * S - hs B * V - s * c3
      - s * hs S * V + s * s * c4 - s * c2 * s * V + s * hs V * V + s * s * c5
      - s * hs V * S * s * V - s * s * V * hs S * V - s * s * hs V * S * V - s * s * s * c6
  have e3 : B * (B + s * s * B + s * S - s * V - s * V - s * s * s * V) * B
      = B + s * s * B - s * S + s * V + s * V + s * s * s * V := by
    linear_combination (norm := noncomm_ring) c1 * B + B * s * s * c1 + hs B * s + s * hs B
      + hs B * S * B + s * c7 - hs B * V * B - s * c8 - hs B * V * B - s * c8
      - hs B * s * s * V * B - s * hs B * s * V * B - s * s * hs B * V * B - s * s * s * c8
  refine ⟨m1, ⟨S, ?_⟩, ?_, hstep, ?_⟩
  · rw [oddPart, e1]
    module
  · linear_combination (norm := noncomm_ring) -(s * hs V * V) - s * s * c5
  · rw [e2, evenPart, evenPart, e3, e1]
    module

end

end DouglasKrollHessRule
```

```lean
#print axioms DouglasKrollHessRule.two_n_plus_one_rule
#print axioms DouglasKrollHessRule.decoupled_hamiltonian
#print axioms DouglasKrollHessRule.step_of_parametrization
#print axioms DouglasKrollHessRule.rule_sharp
```

```
'DouglasKrollHessRule.two_n_plus_one_rule' depends on axioms: [propext, Classical.choice, Quot.sound]
'DouglasKrollHessRule.decoupled_hamiltonian' depends on axioms: [propext, Classical.choice, Quot.sound]
'DouglasKrollHessRule.step_of_parametrization' depends on axioms: [propext, Classical.choice, Quot.sound]
'DouglasKrollHessRule.rule_sharp' depends on axioms: [propext, Classical.choice, Quot.sound]
```

## Hamiltonians as series in the potential

In Douglas–Kroll–Hess (DKH) theory, $t$ counts powers of the external potential, and $b$ is the Dirac matrix $\beta$, which separates the upper from the lower components. Every operator $F$ splits into an even, block-diagonal part and an odd, off-diagonal part:

$$E(F)=\tfrac12(F+bFb),\qquad O(F)=\tfrac12(F-bFb).$$

These are `evenPart` and `oddPart`. A Hamiltonian is an element of `PowerSeries A`, with coefficients in a real algebra `A`; `X` is $t$, and `C b` is $b$ as a constant series. The statement `X ^ k ∣ F` says that $F$ has no terms below order $k$.

A `Step` takes $H$ to

$$K=(1+W+R)\,H\,(1-W+R'),$$

where $W$ is odd and of order at least $n+1$, and $R,R'$ are of order at least $2n+2$. The two factors need not be unitary or exact inverses of each other; their product is $1$ up to terms of order $2n+2$ and higher. `Relation.ReflTransGen` chains any finite number of steps, including none, each with its own $W,R,R'$.

`two_n_plus_one_rule` says that if $b^2=1$ and $O(H)$ has order at least $n+1$, such a chain changes $E(H)$ only from order $2n+2$ on. The condition on $O(H)$ describes a Hamiltonian whose odd terms have already been removed through order $n$. The file assumes this and does not construct the generators that achieve it.

For $n=0$, the situation after the free-particle transformation, the even terms of orders zero and one are already final. For $n=1$, with the first-order odd term removed, they are final through third order.

## Why the term linear in W changes the even part only from order 2n+2

Multiplying out a step gives

$$K=H+[W,H]+D,\qquad D=RH(1-W+R')+(1+W)HR'-WHW.$$

Each term of $D$ contains $R$, $R'$ or two factors $W$. Orders add because $t$ commutes with everything, so $D$ has order at least $2n+2$.

That leaves the commutator. Since $bWb=-W$ and $b^2=1$, we have $bW=-Wb$, hence

$$b[W,H]b=-W(bHb)+(bHb)W.$$

Adding $[W,H]$ and halving gives

$$E([W,H])=W\,O(H)-O(H)\,W.$$

Both factors have order at least $n+1$, so this too has order at least $2n+2$. Therefore

$$E(K)-E(H)=[W,O(H)]+E(D)$$

starts no earlier than order $2n+2$. The new odd part, $O(K)=O(H)+O([W,H]+D)$, still has order at least $n+1$, so the next step meets the same condition.

In the file, `order_mul_left`, `order_mul` and `order_parts` do the counting of orders, and `evenPart_commutator` is the commutator identity. `step_preserves` combines them for one step, with `noncomm_ring` checking the expansion. The main theorem is an induction over the chain that carries the bound on the odd part along.

## Parametrizations, the final Hamiltonian and sharpness

`step_of_parametrization` covers transformations $1+W+W^2G$ and $1-W+W^2G'$ with any series $G,G'$ and odd $W$ of order at least $m+1$, $m\ge n$. The square-root and exponential forms of DKH theory are of this type, so from this stage on the choice between them does not affect the even terms through order $2n+1$.

If the chain ends with an odd part of order at least $2n+2$, `decoupled_hamiltonian` gives $K=E(H)$ modulo $t^{2n+2}$. For a two-component calculation based on this formal expansion, the block-diagonal Hamiltonian through order $2n+1$ can then be read off from $H$.

`rule_sharp` is the opening example with $t$ replaced by $t^{n+1}$: the even part changes by exactly $t^{2n+2}\beta$. Its proof lifts the multiplication table of the $2\times2$ matrices to constant series and expands. The transformation is an exact similarity, because $v^2=0$, but it is not unitary.

All of this concerns formal series over an algebra. Convergence in $t$ and the domains of unbounded Dirac operators are not treated.
